# Charge-conserving clamping and cutoff do not raise the exchange energy of a discrete hole with no negative charge beyond the cutoff

An approximate exchange hole, for instance one from a truncated gradient expansion, can have the wrong sign in some regions and reach too far from its electron. A real-space cutoff removes both defects: wrong-sign charge is set to zero, and the rest is cut at a radius R where the kept charge amounts to one electron. The two repairs pull the energy in opposite directions. Removing wrong-sign charge strengthens exchange, while cutting a tail of the right sign weakens it. If the raw hole also contains one electron and has no wrong-sign charge beyond R, the net effect is never a weakening.

## The hole before and after the cutoff

Divide the space around a reference electron into finitely many shells, labelled by i in a finite set ι. Shell i lies at distance u_i > 0 and carries hole charge q_i, with a depletion of electrons counted as positive. A negative q_i is therefore charge of the wrong sign. In Lean, `u` and `q` are real-valued functions on `ι`.

```lean
import Mathlib

open Finset

namespace ClampedCutoffHole

noncomputable section

variable {ι : Type*}
```

The clamped and cut hole has charges

c_i = max(q_i, 0) if u_i ≤ R, and c_i = 0 if u_i > R.

A shell exactly at R is kept.

```lean
/-- The clamped and cut hole: positive charges at distances up to `R` are kept,
and all other charges are set to zero. -/
def clampCut (R : ℝ) (u q : ι → ℝ) (i : ι) : ℝ :=
  if u i ≤ R then max (q i) 0 else 0
```

In atomic units the repulsion at distance r is 1/r.

```lean
/-- The Coulomb interaction `1 / r` of unit charges at distance `r > 0`, in atomic units. -/
def coulomb (r : ℝ) : ℝ := 1 / r
```

For 0 < a ≤ b we have 1/b ≤ 1/a. `AntitoneOn` on `Set.Ioi 0` says just this: the function does not increase on the positive half-line.

```lean
/-- The Coulomb interaction does not increase with distance on `r > 0`. -/
theorem coulomb_antitoneOn : AntitoneOn coulomb (Set.Ioi 0) :=
  fun _ ha _ _ hab => one_div_le_one_div_of_le ha hab
```

## No shell contributes a loss

Let v be any pair interaction that does not increase with distance, let R > 0, and let negative charge occur only at u_i ≤ R. Consider the product

(c_i − q_i)(v(u_i) − v(R)).

If u_i ≤ R, then c_i − q_i = max(q_i, 0) − q_i ≥ 0 and v(u_i) ≥ v(R), so both factors are non-negative. If u_i > R, then q_i ≥ 0 by assumption, so c_i − q_i = −q_i ≤ 0, and v(u_i) ≤ v(R). Both factors are then non-positive. The product is non-negative in either case.

The proof splits on `u i ≤ R` in the same way, and `nlinarith` finishes the outer case from q_i(v(R) − v(u_i)) ≥ 0.

```lean
/-- Let negative charge occur only within `R > 0`, and let the interaction `v` not increase with
distance. Then, if all distances `u i` are positive, the change of each charge under clamping and
cutoff times the interaction measured from its value at `R` is non-negative. -/
theorem gain_term_nonneg {v : ℝ → ℝ} (hv : AntitoneOn v (Set.Ioi 0)) {R : ℝ} (hR : 0 < R)
    {u q : ι → ℝ} (hu : ∀ i, 0 < u i) (hneg : ∀ i, q i < 0 → u i ≤ R) (i : ι) :
    0 ≤ (clampCut R u q i - q i) * (v (u i) - v R) := by
  by_cases h : u i ≤ R
  · -- within the cutoff, clamping can only add charge
    have h1 : v R ≤ v (u i) := hv (Set.mem_Ioi.mpr (hu i)) (Set.mem_Ioi.mpr hR) h
    have h2 : clampCut R u q i = max (q i) 0 := if_pos h
    rw [h2]
    exact mul_nonneg (sub_nonneg.2 (le_max_left _ _)) (sub_nonneg.2 h1)
  · -- beyond the cutoff, only positive charge is removed
    have h1 : v (u i) ≤ v R :=
      hv (Set.mem_Ioi.mpr hR) (Set.mem_Ioi.mpr (hu i)) (not_le.1 h).le
    have hq : 0 ≤ q i := not_lt.1 (fun hq => h (hneg i hq))
    have h2 : clampCut R u q i = 0 := if_neg h
    rw [h2]
    nlinarith [mul_nonneg hq (sub_nonneg.2 h1)]
```

The interaction of the electron with its hole is

V[q] = Σ_i q_i v(u_i).

```lean
variable [Fintype ι]

/-- The interaction of a reference electron with hole charges `q i` at distances `u i`,
for a pair interaction `v`. -/
def interaction (v : ℝ → ℝ) (u q : ι → ℝ) : ℝ := ∑ i, q i * v (u i)
```

For the Coulomb interaction, the exchange energy per electron at this reference position is

e[q] = −½ Σ_i q_i/u_i.

A larger sum means a lower energy and stronger exchange.

```lean
/-- The exchange energy per electron, minus one half of the sum of `q i / u i`, for
distances `u i > 0` and hole charge counted as positive. -/
def exchangeEnergy (u q : ι → ℝ) : ℝ := -(1 / 2) * interaction coulomb u q
```

If the two holes carry equal charge, Σ_i (c_i − q_i) = 0, and a constant may be subtracted from v without changing the difference:

V[c] − V[q] = Σ_i (c_i − q_i) v(u_i) = Σ_i (c_i − q_i)(v(u_i) − v(R)).

In the code, `h` is the vanishing of the constant part and `e` separates it from the rest.

```lean
/-- If clamping and cutoff conserve the total hole charge, the change of the interaction is
the sum of the charge changes weighted by the interaction measured from its value at `R`. -/
theorem interaction_gain (v : ℝ → ℝ) (R : ℝ) (u q : ι → ℝ)
    (hs : ∑ i, clampCut R u q i = ∑ i, q i) :
    interaction v u (clampCut R u q) - interaction v u q
      = ∑ i, (clampCut R u q i - q i) * (v (u i) - v R) := by
  -- a constant interaction does not see a redistribution of charge
  have h : ∑ i, (clampCut R u q i - q i) * v R = 0 := by
    rw [← Finset.sum_mul, Finset.sum_sub_distrib, hs, sub_self, zero_mul]
  have e : ∑ i, (clampCut R u q i - q i) * (v (u i) - v R)
      = ∑ i, (clampCut R u q i * v (u i) - q i * v (u i))
        - ∑ i, (clampCut R u q i - q i) * v R := by
    rw [← Finset.sum_sub_distrib]
    apply Finset.sum_congr rfl
    intro i _
    ring
  rw [e, h, sub_zero, Finset.sum_sub_distrib]
  rfl
```

The right-hand side is a sum of non-negative terms, so V[q] ≤ V[c].

```lean
/-- Let negative charge occur only within `R > 0`, let all distances be positive, and let
clamping and cutoff conserve the total charge. Then they do not lower the interaction with
the hole, for any pair interaction that does not increase with distance. -/
theorem interaction_le_clampCut {v : ℝ → ℝ} (hv : AntitoneOn v (Set.Ioi 0)) {R : ℝ}
    (hR : 0 < R) {u q : ι → ℝ} (hu : ∀ i, 0 < u i) (hneg : ∀ i, q i < 0 → u i ≤ R)
    (hs : ∑ i, clampCut R u q i = ∑ i, q i) :
    interaction v u q ≤ interaction v u (clampCut R u q) := by
  have hg := interaction_gain v R u q hs
  have h0 := Finset.sum_nonneg (s := Finset.univ)
    (fun i _ => gain_term_nonneg hv hR hu hneg i)
  linarith
```

## The Coulomb energy

The sum rule states that an exchange hole contains exactly one electron. Here it is imposed on both holes:

Σ_i q_i = 1 and Σ_i c_i = 1.

The condition on q is a real restriction, since a truncated expansion need not satisfy it. The condition on c is what the choice of R is meant to achieve, and it forces R > 0: for R ≤ 0 no shell would be kept, and the sum would be 0.

```lean
/-- If all distances are positive and the positive charges within `R` sum to one, then
the cutoff radius `R` is positive. -/
theorem cutoff_pos {R : ℝ} {u q : ι → ℝ} (hu : ∀ i, 0 < u i)
    (hc : ∑ i, clampCut R u q i = 1) : 0 < R := by
  by_contra h
  have h0 : ∑ i, clampCut R u q i = 0 :=
    Finset.sum_eq_zero fun i _ => if_neg (fun hi => h ((hu i).trans_le hi))
  linarith
```

With v(r) = 1/r, multiplying V[q] ≤ V[c] by −½ reverses the inequality:

e[c] ≤ e[q].

For density functionals built from model holes, this fixes the sign of the energy change caused by the cutoff, for a hole of finitely many shells that meets the stated conditions. A lower energy need not be a more accurate one.

```lean
/-- Let the raw hole charges at positive distances sum to one, with negative charge only
within `R`, and let the positive charges within `R` also sum to one. Then the exchange energy
of the clamped and cut hole is no higher than that of the raw hole. -/
theorem exchangeEnergy_clampCut_le {R : ℝ} {u q : ι → ℝ} (hu : ∀ i, 0 < u i)
    (hs : ∑ i, q i = 1) (hneg : ∀ i, q i < 0 → u i ≤ R)
    (hc : ∑ i, clampCut R u q i = 1) :
    exchangeEnergy u (clampCut R u q) ≤ exchangeEnergy u q := by
  have h := interaction_le_clampCut coulomb_antitoneOn (cutoff_pos hu hc) hu hneg
    (hc.trans hs.symm)
  unfold exchangeEnergy
  linarith
```

## Finding R on a radial grid

A simple numerical scheme starts from a spherically averaged model hole ρ(u) at the reference point, again counted as positive, for instance one determined by the density and its gradient there. Grid distances u_i with weights w_i give

q_i = 4π u_i² w_i ρ(u_i).

Negative entries are set to zero and the others are added outwards until the sum reaches one, which locates R. The sum does reach one if the raw charges sum to one. Clamping after the spherical average is a simplification: at a distance where the hole changes sign with direction, clamping before the average keeps more positive charge. The running sum usually jumps past one within a shell; that shell is then divided, with one part kept and the other placed beyond R. The sum −½ Σ_i c_i/u_i is the energy per electron at that point, and its product with the density is integrated over all reference points. The inequality applies to such a table if the raw charges sum to one and none beyond R is negative.

## When the energy stays the same

Suppose e[c] = e[q]. The non-negative terms above then sum to zero, so each vanishes:

c_i = q_i or 1/u_i = 1/R.

In the second case u_i = R, where clamping can only add charge. Hence c_i − q_i ≥ 0 for every i. These differences sum to 1 − 1 = 0, so all of them are zero and the hole is unchanged. The converse is immediate.

The two uses of `Finset.sum_eq_zero_iff_of_nonneg` are these two passages from a zero sum to zero terms. The equivalence is stated for the Coulomb interaction; for a constant v, the interaction would stay the same under any redistribution of charge.

```lean
/-- Let the raw hole charges at positive distances sum to one, with negative charge only
within `R`, and let the positive charges within `R` also sum to one. Then the two exchange
energies agree exactly when clamping and cutoff leave every charge unchanged. -/
theorem exchangeEnergy_clampCut_eq_iff {R : ℝ} {u q : ι → ℝ} (hu : ∀ i, 0 < u i)
    (hs : ∑ i, q i = 1) (hneg : ∀ i, q i < 0 → u i ≤ R)
    (hc : ∑ i, clampCut R u q i = 1) :
    exchangeEnergy u (clampCut R u q) = exchangeEnergy u q ↔ clampCut R u q = q := by
  constructor
  · intro h
    have hR := cutoff_pos hu hc
    have hg := interaction_gain coulomb R u q (hc.trans hs.symm)
    have h0 : ∑ i, (clampCut R u q i - q i) * (coulomb (u i) - coulomb R) = 0 := by
      unfold exchangeEnergy at h
      linarith
    have hz := (Finset.sum_eq_zero_iff_of_nonneg
      (fun i _ => gain_term_nonneg coulomb_antitoneOn hR hu hneg i)).1 h0
    -- charge can change only at the cutoff radius, where it can only grow
    have hd : ∀ i, 0 ≤ clampCut R u q i - q i := by
      intro i
      rcases mul_eq_zero.1 (hz i (Finset.mem_univ i)) with h1 | h1
      · exact h1.ge
      · have h2 : 1 / u i = 1 / R := sub_eq_zero.1 h1
        have h3 : u i = R := by simpa using h2
        have h4 : clampCut R u q i = max (q i) 0 := if_pos h3.le
        rw [h4]
        exact sub_nonneg.2 (le_max_left _ _)
    -- conservation of charge then excludes any change
    have h5 : ∑ i, (clampCut R u q i - q i) = 0 := by
      rw [Finset.sum_sub_distrib, hc, hs, sub_self]
    funext i
    exact sub_eq_zero.1
      ((Finset.sum_eq_zero_iff_of_nonneg (fun i _ => hd i)).1 h5 i (Finset.mem_univ i))
  · intro h
    rw [h]
```

## Two holes with three shells

Take charges 1, −1/2, 1/2 at distances 1, 2, 3, with R = 2. Only the first charge survives, and both holes sum to one. The running sum of positive charges already reaches one at distance 1, but every R with 1 ≤ R < 3 gives the same cut hole, and R = 2 puts the negative charge within the cutoff, as the theorem requires. The energies are

e[q] = −½(1 − 1/4 + 1/6) = −11/24,
e[c] = −1/2.

Exchange is strengthened by 1/24 hartree.

```lean
/-- Charges `1, -1/2, 1/2` at distances `1, 2, 3` with cutoff radius `2` obey both sum rules
and have negative charge only within the cutoff. The exchange energy goes from `-11/24`
to `-1/2`. -/
theorem exchangeEnergy_clampCut_witness (u q : Fin 3 → ℝ) (hu : u = ![1, 2, 3])
    (hq : q = ![1, -1 / 2, 1 / 2]) :
    ∑ i, q i = 1 ∧ (∀ i, q i < 0 → u i ≤ 2) ∧ ∑ i, clampCut 2 u q i = 1 ∧
      exchangeEnergy u q = -11 / 24 ∧ exchangeEnergy u (clampCut 2 u q) = -1 / 2 := by
  have hc : clampCut 2 u q = ![1, 0, 0] := by
    subst hu hq
    ext i
    fin_cases i <;> norm_num [clampCut, max_def]
  rw [hc, hu, hq]
  refine ⟨?_, ?_, ?_, ?_, ?_⟩
  · rw [Fin.sum_univ_three]
    change (1 : ℝ) + -1 / 2 + 1 / 2 = 1
    norm_num
  · intro i
    fin_cases i <;> norm_num
  · rw [Fin.sum_univ_three]
    change (1 : ℝ) + 0 + 0 = 1
    norm_num
  · simp only [exchangeEnergy, interaction, coulomb, Fin.sum_univ_three]
    change -(1 / 2) * ((1 : ℝ) * (1 / 1) + (-1 / 2) * (1 / 2) + (1 / 2) * (1 / 3)) = -11 / 24
    norm_num
  · simp only [exchangeEnergy, interaction, coulomb, Fin.sum_univ_three]
    change -(1 / 2) * ((1 : ℝ) * (1 / 1) + 0 * (1 / 2) + 0 * (1 / 3)) = -1 / 2
    norm_num
```

Now take charges 1, 1, −1 at the same distances, with R = 1. Both sum rules hold again, but negative charge lies beyond R:

e[q] = −½(1 + 1/2 − 1/3) = −7/12,
e[c] = −1/2.

The cutoff now weakens exchange, so the two sum rules alone do not give the inequality.

```lean
/-- Charges `1, 1, -1` at distances `1, 2, 3` with cutoff radius `1` obey both sum rules but
have negative charge beyond the cutoff. Here clamping and cutoff raise the exchange energy. -/
theorem negative_tail_weakens_exchange (u q : Fin 3 → ℝ) (hu : u = ![1, 2, 3])
    (hq : q = ![1, 1, -1]) :
    ∑ i, q i = 1 ∧ ∑ i, clampCut 1 u q i = 1 ∧
      exchangeEnergy u q < exchangeEnergy u (clampCut 1 u q) := by
  have hc : clampCut 1 u q = ![1, 0, 0] := by
    subst hu hq
    ext i
    fin_cases i <;> norm_num [clampCut, max_def]
  rw [hc, hu, hq]
  refine ⟨?_, ?_, ?_⟩
  · rw [Fin.sum_univ_three]
    change (1 : ℝ) + 1 + -1 = 1
    norm_num
  · rw [Fin.sum_univ_three]
    change (1 : ℝ) + 0 + 0 = 1
    norm_num
  · simp only [exchangeEnergy, interaction, coulomb, Fin.sum_univ_three]
    change -(1 / 2) * ((1 : ℝ) * (1 / 1) + 1 * (1 / 2) + (-1) * (1 / 3))
      < -(1 / 2) * ((1 : ℝ) * (1 / 1) + 0 * (1 / 2) + 0 * (1 / 3))
    norm_num

end

end ClampedCutoffHole
```

```lean
#print axioms ClampedCutoffHole.exchangeEnergy_clampCut_le
-- 'ClampedCutoffHole.exchangeEnergy_clampCut_le' depends on axioms: [propext, Classical.choice, Quot.sound]
#print axioms ClampedCutoffHole.exchangeEnergy_clampCut_eq_iff
-- 'ClampedCutoffHole.exchangeEnergy_clampCut_eq_iff' depends on axioms: [propext, Classical.choice, Quot.sound]
#print axioms ClampedCutoffHole.negative_tail_weakens_exchange
-- 'ClampedCutoffHole.negative_tail_weakens_exchange' depends on axioms: [propext, Classical.choice, Quot.sound]
```
